# Without contacts or gates, and with nonnegative couplings and strictly increasing local charge laws, a discrete Poisson potential stays between the extreme local-neutrality potentials

A device without contacts or gates is divided into finitely many cells, each with a node $i$ that carries an electrostatic potential $\varphi_i$. Charge is counted in elementary charges. The number $n_i(\varphi_i)$ is electrons minus holes in cell $i$, which at given Fermi levels grows with the potential, and $d_i$ is the net number of ionised donors minus acceptors. Below, "mobile charge" means $n_i$, with electrons counted as positive, and "excess charge" means $n_i-d_i$; a positive excess is therefore a negative net charge in the usual sign convention. The coupling $w_{ij}$ stands for permittivity times face area, divided by node distance and elementary charge. With these signs the semiclassical Poisson equation reads

$$\sum_j w_{ij}(\varphi_i-\varphi_j)+n_i(\varphi_i)=d_i \quad\text{at every node } i.$$

```lean
import Mathlib

namespace SemiclassicalPoisson

noncomputable section

variable {ι : Type*} [Fintype ι]
```

The type `ι` is the finite set of nodes. A potential is a function `φ : ι → ℝ`, one real number per node.

## Flux and residual

```lean
/-- Discrete displacement flux leaving node `i`, with coupling `w i j` between nodes. -/
def outflow (w : ι → ι → ℝ) (φ : ι → ℝ) (i : ι) : ℝ :=
  ∑ j, w i j * (φ i - φ j)
```

This is the displacement flux leaving node $i$, $\sum_j w_{ij}(\varphi_i-\varphi_j)$. Lean writes function application without brackets, so `w i j` is $w_{ij}$. The term $j=i$ contributes zero.

```lean
/-- Residual of the semiclassical Poisson equation at node `i`: flux plus mobile charge `n i (φ i)`
(electrons minus holes) minus fixed charge `d i`. -/
def residual (w : ι → ι → ℝ) (n : ι → ℝ → ℝ) (d φ : ι → ℝ) (i : ι) : ℝ :=
  outflow w φ i + n i (φ i) - d i
```

The residual is the left side of the Poisson equation minus the right side:

$$R_i(\varphi)=\sum_j w_{ij}(\varphi_i-\varphi_j)+n_i(\varphi_i)-d_i .$$

A solution is a potential with $R_i(\varphi)=0$ at every node. No node is held at a fixed potential and no displacement flux crosses the outer boundary, so the model describes an isolated device without contacts or gates. The mobile charge in a cell depends only on the potential of that cell, which excludes densities computed from wave functions that extend over several cells.

```lean
/-- A constant potential carries no flux, so its residual is the local charge imbalance. -/
theorem residual_const (w : ι → ι → ℝ) (n : ι → ℝ → ℝ) (d : ι → ℝ) (c : ℝ) (i : ι) :
    residual w n d (fun _ => c) i = n i c - d i := by
  simp [residual, outflow]
```

Here `fun _ => c` is the potential with value $c$ at every node. All differences vanish, and $R_i(c)=n_i(c)-d_i$ remains. The tactic `simp` unfolds the two definitions and simplifies.

## Comparing two potentials

```lean
/-- Comparison principle: for nonnegative couplings and strictly increasing charge laws, a
potential whose residual is nowhere larger than that of another lies nowhere above it. -/
theorem comparison {w : ι → ι → ℝ} {n : ι → ℝ → ℝ} {d φ ψ : ι → ℝ}
    (hw : ∀ i j, 0 ≤ w i j) (hn : ∀ i, StrictMono (n i))
    (h : ∀ i, residual w n d φ i ≤ residual w n d ψ i) (i : ι) : φ i ≤ ψ i := by
  have : Nonempty ι := ⟨i⟩
  -- look at the node where the difference of the potentials is largest
  obtain ⟨k, hk⟩ := Finite.exists_max (fun j => φ j - ψ j)
  by_contra hcon
  have hi := not_le.mp hcon
  have hik : φ i - ψ i ≤ φ k - ψ k := hk i
  have hlt : ψ k < φ k := by linarith
  have hflow : outflow w ψ k ≤ outflow w φ k := by
    unfold outflow
    refine Finset.sum_le_sum fun j _ => mul_le_mul_of_nonneg_left ?_ (hw k j)
    have hj : φ j - ψ j ≤ φ k - ψ k := hk j
    linarith
  have hc := hn k hlt
  have hr := h k
  unfold residual at hr
  linarith
```

The names `hw`, `hn` and `h` label hypotheses: $w_{ij}\ge 0$, each $n_i$ strictly increasing, and $R_i(\varphi)\le R_i(\psi)$ at every node for two potentials $\varphi$ and $\psi$. The conclusion, after the last colon, is $\varphi_i\le\psi_i$. The charge laws need not be continuous.

By hand, suppose $\varphi_i>\psi_i$ for some $i$, and let $k$ be a node where $\varphi-\psi$ is largest. Then $\varphi_k-\psi_k\ge\varphi_i-\psi_i>0$. For every $j$,

$$\varphi_j-\psi_j\le\varphi_k-\psi_k \quad\Longrightarrow\quad \psi_k-\psi_j\le\varphi_k-\varphi_j .$$

Multiplying by $w_{kj}\ge0$ and summing over $j$ shows that the flux of $\psi$ out of $k$ is at most that of $\varphi$. Since $\psi_k<\varphi_k$, also $n_k(\psi_k)<n_k(\varphi_k)$. Adding the two gives $R_k(\psi)<R_k(\varphi)$, which contradicts the hypothesis.

The code takes the same steps, except that it chooses $k$ before assuming $\varphi_i>\psi_i$. `Finite.exists_max` supplies $k$, `by_contra` starts the contradiction, `hflow` is the flux inequality and `hc` the charge inequality. The tactic `linarith` closes goals that follow by adding linear inequalities.

## The neutrality limits

```lean
/-- For nonnegative couplings and strictly increasing charge laws, every solution of the
discrete Poisson equation lies between the smallest and the largest local-neutrality
potential `s`, defined by `n i (s i) = d i`. -/
theorem potential_mem_neutrality_limits {w : ι → ι → ℝ} {n : ι → ℝ → ℝ} {d s φ : ι → ℝ}
    (hw : ∀ i j, 0 ≤ w i j) (hn : ∀ i, StrictMono (n i)) (hs : ∀ i, n i (s i) = d i)
    (hφ : ∀ i, residual w n d φ i = 0) (i : ι) :
    φ i ∈ Set.Icc (⨅ j, s j) (⨆ j, s j) := by
  constructor
  · -- the constant `min s` has residual at most zero
    refine comparison (d := d) (φ := fun _ => ⨅ j, s j) (ψ := φ) hw hn (fun k => ?_) i
    have h1 := (hn k).monotone (ciInf_le (Set.finite_range s).bddBelow k)
    have h2 := hs k
    rw [residual_const, hφ k]
    linarith
  · -- the constant `max s` has residual at least zero
    refine comparison (d := d) (φ := φ) (ψ := fun _ => ⨆ j, s j) hw hn (fun k => ?_) i
    have h1 := (hn k).monotone (le_ciSup (Set.finite_range s).bddAbove k)
    have h2 := hs k
    rw [residual_const, hφ k]
    linarith
```

The hypothesis `hs` introduces the local-neutrality potentials $s_i$ through $n_i(s_i)=d_i$: at $s_i$ the mobile charge of a cell balances its own doping. That such $s_i$ exist is assumed, since a strictly increasing function may miss the value $d_i$. The symbols `⨅ j, s j` and `⨆ j, s j` are infimum and supremum, here the minimum and maximum over the nodes, and `Set.Icc` is a closed interval. The theorem therefore says

$$\min_j s_j\le\varphi_i\le\max_j s_j$$

for every solution and every node. It does not say that a solution exists.

For the lower limit put $m=\min_j s_j$. At each node $k$, monotonicity gives

$$R_k(m)=n_k(m)-d_k\le n_k(s_k)-d_k=0=R_k(\varphi),$$

and the comparison principle yields $m\le\varphi_i$. For the upper limit put $M=\max_j s_j$; then $R_k(\varphi)=0\le n_k(M)-d_k=R_k(M)$, so $\varphi_i\le M$. In the code `constructor` splits the claim into these two parts, and `residual_const` evaluates the residual of the constant.

Charge laws that are merely nondecreasing would not suffice: with all $n_i=0$ and $d_i=0$, the choice $s_i=0$ is allowed, yet the constant potential $1$ is a solution.

```lean
/-- For nonnegative couplings and strictly increasing charge laws, the discrete Poisson
equation has at most one solution. -/
theorem solution_unique {w : ι → ι → ℝ} {n : ι → ℝ → ℝ} {d φ ψ : ι → ℝ}
    (hw : ∀ i j, 0 ≤ w i j) (hn : ∀ i, StrictMono (n i))
    (hφ : ∀ i, residual w n d φ i = 0) (hψ : ∀ i, residual w n d ψ i = 0) : φ = ψ := by
  funext i
  exact le_antisymm
    (comparison hw hn (fun k => ((hφ k).trans (hψ k).symm).le) i)
    (comparison hw hn (fun k => ((hψ k).trans (hφ k).symm).le) i)
```

Two solutions have equal residuals, so the comparison principle applies in both directions and gives $\varphi_i\le\psi_i$ and $\psi_i\le\varphi_i$. The tactic `funext i` reduces equality of functions to equality at each node, and `le_antisymm` combines the two inequalities.

## What an overshoot does to the residual

```lean
/-- Error signal: with nonnegative couplings and strictly increasing charge laws, a trial potential
exceeding the largest local-neutrality potential at node `i` has, at some node at least as high, a
residual no smaller than the positive excess `n k (φ k) - d k` there, where `n` counts electrons
minus holes. -/
theorem overshoot_residual {w : ι → ι → ℝ} {n : ι → ℝ → ℝ} {d s φ : ι → ℝ}
    (hw : ∀ i j, 0 ≤ w i j) (hn : ∀ i, StrictMono (n i)) (hs : ∀ i, n i (s i) = d i)
    {i : ι} (hi : ⨆ j, s j < φ i) :
    ∃ k, φ i ≤ φ k ∧ 0 < n k (φ k) - d k ∧ n k (φ k) - d k ≤ residual w n d φ k := by
  have : Nonempty ι := ⟨i⟩
  -- the highest node only loses flux
  obtain ⟨k, hk⟩ := Finite.exists_max φ
  have hsk : s k < φ k :=
    lt_of_le_of_lt (le_ciSup (Set.finite_range s).bddAbove k) (lt_of_lt_of_le hi (hk i))
  have hc := hn k hsk
  have hd := hs k
  have hflow : 0 ≤ outflow w φ k :=
    Finset.sum_nonneg fun j _ => mul_nonneg (hw k j) (sub_nonneg.2 (hk j))
  refine ⟨k, hk i, by linarith, ?_⟩
  unfold residual
  linarith
```

In this theorem $\varphi$ is any trial potential, not a solution. The hypothesis `hi` reads $\max_j s_j<\varphi_i$. The conclusion is that some node $k$ satisfies

$$\varphi_i\le\varphi_k,\qquad 0<n_k(\varphi_k)-d_k\le R_k(\varphi).$$

Take $k$ to be a node where $\varphi$ is largest. Every difference $\varphi_k-\varphi_j$ is nonnegative, so the flux out of $k$ is nonnegative and $R_k(\varphi)\ge n_k(\varphi_k)-d_k$. Since $s_k\le\max_j s_j<\varphi_i\le\varphi_k$, strict monotonicity gives $n_k(\varphi_k)>n_k(s_k)=d_k$. These two facts are `hflow` and `hc`.

For semiclassical device simulation, within this contact-free model with nonnegative couplings and strictly increasing local charge laws, this gives a check on a solver. If the iteration stops once all residuals are at most $\tau$ in magnitude, an overshoot is still possible, but the excess charge at node $k$ is then at most $\tau$. A larger excess at every node above the limit points to an error in the code or in the reported convergence. The theorem treats overshoot only; for a potential below $\min_j s_j$, the preceding limits show that it is not a solution, without an estimate of the residual.

## Touching the upper limit

```lean
/-- Equality case: with nonnegative couplings and strictly increasing charge laws, if a solution
reaches the largest local-neutrality potential at node `i`, then `s i` is that largest value and
every node coupled to `i` has the same potential. -/
theorem upper_limit_attained {w : ι → ι → ℝ} {n : ι → ℝ → ℝ} {d s φ : ι → ℝ}
    (hw : ∀ i j, 0 ≤ w i j) (hn : ∀ i, StrictMono (n i)) (hs : ∀ i, n i (s i) = d i)
    (hφ : ∀ i, residual w n d φ i = 0) {i : ι} (hi : φ i = ⨆ j, s j) :
    s i = ⨆ j, s j ∧ ∀ j, 0 < w i j → φ j = ⨆ k, s k := by
  have hle : ∀ j, φ j ≤ φ i := fun j =>
    (potential_mem_neutrality_limits hw hn hs hφ j).2.trans hi.ge
  have hterm : ∀ j ∈ Finset.univ, 0 ≤ w i j * (φ i - φ j) := fun j _ =>
    mul_nonneg (hw i j) (sub_nonneg.2 (hle j))
  have hflow : 0 ≤ outflow w φ i := Finset.sum_nonneg hterm
  have hsi : s i ≤ φ i := (le_ciSup (Set.finite_range s).bddAbove i).trans hi.ge
  have hmono := (hn i).monotone hsi
  have hd := hs i
  have hr := hφ i
  unfold residual at hr
  -- flux and excess charge are both nonnegative and add up to zero
  have hcharge : n i (s i) = n i (φ i) := by linarith
  have hzero : ∑ j, w i j * (φ i - φ j) = 0 := by
    change outflow w φ i = 0
    linarith
  refine ⟨((hn i).injective hcharge).trans hi, fun j hj => ?_⟩
  have h0 : w i j * (φ i - φ j) = 0 :=
    (Finset.sum_eq_zero_iff_of_nonneg hterm).1 hzero j (Finset.mem_univ j)
  rcases mul_eq_zero.1 h0 with h | h
  · exact absurd h hj.ne'
  · linarith
```

Suppose a solution reaches $M=\max_j s_j$ at node $i$. Then $s_i=M$, and $\varphi_j=M$ for every $j$ with $w_{ij}>0$.

By the neutrality limits, $\varphi_j\le M=\varphi_i$ for all $j$, so each term $w_{ij}(\varphi_i-\varphi_j)$ is nonnegative. Also $s_i\le\varphi_i$, so $n_i(\varphi_i)-d_i\ge0$. The Poisson equation says that the flux and this excess charge add up to zero, so both vanish. From $n_i(\varphi_i)=n_i(s_i)$ and strict monotonicity follows $s_i=\varphi_i=M$. A vanishing sum of nonnegative terms has only vanishing terms, so $w_{ij}(\varphi_i-\varphi_j)=0$, and $w_{ij}>0$ forces $\varphi_j=\varphi_i$.

The steps `hcharge` and `hzero` record that the two contributions vanish. The final `rcases` separates the cases $w_{ij}=0$, excluded by assumption, and $\varphi_i-\varphi_j=0$.

## Total charge for symmetric couplings

```lean
/-- Global neutrality: for symmetric couplings, the total mobile charge of a solution, counted as
electrons minus holes, equals the total fixed charge. -/
theorem total_charge_neutral {w : ι → ι → ℝ} {n : ι → ℝ → ℝ} {d φ : ι → ℝ}
    (hsym : ∀ i j, w i j = w j i) (hφ : ∀ i, residual w n d φ i = 0) :
    ∑ i, n i (φ i) = ∑ i, d i := by
  -- fluxes cancel in pairs
  have h : ∑ i, outflow w φ i = -∑ i, outflow w φ i := by
    unfold outflow
    conv_lhs => rw [Finset.sum_comm]
    simp only [← Finset.sum_neg_distrib]
    refine Finset.sum_congr rfl fun i _ => Finset.sum_congr rfl fun j _ => ?_
    rw [hsym j i]
    ring
  have hr : ∑ i, residual w n d φ i = 0 := Finset.sum_eq_zero fun i _ => hφ i
  simp only [residual, Finset.sum_sub_distrib, Finset.sum_add_distrib] at hr
  linarith
```

This is the only theorem that uses the symmetry $w_{ij}=w_{ji}$, which holds when the flux from $i$ to $j$ is the negative of the flux from $j$ to $i$. It needs neither nonnegative couplings nor increasing charge laws. Let $F$ be the sum of all outflows. Exchanging the names $i$ and $j$ and using symmetry,

$$F=\sum_{i,j}w_{ij}(\varphi_i-\varphi_j)=\sum_{i,j}w_{ij}(\varphi_j-\varphi_i)=-F,$$

so $F=0$. Summing the Poisson equation over all nodes leaves $\sum_i n_i(\varphi_i)=\sum_i d_i$: the device as a whole is neutral. In the code `Finset.sum_comm` exchanges the order of summation, `hsym` supplies the symmetry, and `ring` does the algebra.

## Boltzmann statistics

```lean
/-- Electrons minus holes in a cell of volume `v` under Boltzmann statistics, with intrinsic
density `nint` and thermal voltage `VT ≠ 0`. -/
def boltzmannCharge (v nint VT x : ℝ) : ℝ :=
  v * (2 * nint * Real.sinh (x / VT))
```

With the potential measured from the value at which the material is intrinsic, the electron density is $n_{\mathrm{int}}e^{x/V_T}$ and the hole density $n_{\mathrm{int}}e^{-x/V_T}$. Here $x$ is the potential, $n_{\mathrm{int}}$ (`nint`) the intrinsic density and $V_T$ (`VT`) the thermal voltage, that is, Boltzmann's constant times temperature divided by the elementary charge. A cell of volume $v$ then holds $2v\,n_{\mathrm{int}}\sinh(x/V_T)$ electrons minus holes. This describes a nondegenerate semiconductor in equilibrium.

```lean
/-- Boltzmann statistics with net doping `C`: for nonnegative couplings and positive cell volumes,
intrinsic density and thermal voltage, a solution lies between the extreme values of
`VT * arsinh (C / (2 * nint))`. -/
theorem boltzmann_potential_limits {w : ι → ι → ℝ} {v C φ : ι → ℝ} {nint VT : ℝ}
    (hw : ∀ i j, 0 ≤ w i j) (hv : ∀ i, 0 < v i) (hnint : 0 < nint) (hT : 0 < VT)
    (hφ : ∀ i, residual w (fun k => boltzmannCharge (v k) nint VT)
      (fun k => v k * C k) φ i = 0) (i : ι) :
    φ i ∈ Set.Icc (⨅ j, VT * Real.arsinh (C j / (2 * nint)))
      (⨆ j, VT * Real.arsinh (C j / (2 * nint))) := by
  refine potential_mem_neutrality_limits hw (fun k a b hab => ?_) (fun k => ?_) hφ i
  · change v k * (2 * nint * Real.sinh (a / VT)) < v k * (2 * nint * Real.sinh (b / VT))
    have h1 : Real.sinh (a / VT) < Real.sinh (b / VT) :=
      Real.sinh_lt_sinh.2 (div_lt_div_of_pos_right hab hT)
    exact mul_lt_mul_of_pos_left (mul_lt_mul_of_pos_left h1 (by positivity)) (hv k)
  · simp only [boltzmannCharge]
    rw [mul_div_cancel_left₀ _ hT.ne', Real.sinh_arsinh,
      mul_div_cancel₀ _ (by positivity : (2 * nint) ≠ 0)]
```

Let $C_i$ be the net density of ionised dopants, donors minus acceptors, and $v_i$ the volume of cell $i$, so that $d_i=v_iC_i$. The values $n_{\mathrm{int}}$ and $V_T$ are positive and the same in all cells. Local neutrality means

$$2v_i n_{\mathrm{int}}\sinh(s_i/V_T)=v_iC_i
\quad\Longrightarrow\quad
s_i=V_T\,\operatorname{arsinh}\!\frac{C_i}{2n_{\mathrm{int}}} .$$

The charge law is strictly increasing because $\sinh$ is and all prefactors are positive. Every solution therefore lies between the smallest and the largest of these $s_i$, which follow from the doping, $n_{\mathrm{int}}$ and $V_T$ without solving the Poisson equation.

The proof applies `potential_mem_neutrality_limits` and settles its two open requirements: the first bullet is strict monotonicity, the second the neutrality condition, where `Real.sinh_arsinh` cancels $\sinh$ against $\operatorname{arsinh}$.

## A two-node example

```lean
/-- Two nodes with unit coupling, linear charge law and fixed charges `0` and `3` are solved by
the potentials `1` and `2`. -/
theorem two_node_witness (i : Fin 2) :
    residual (fun _ _ => 1) (fun _ x => x) ![0, 3] ![1, 2] i = 0 := by
  fin_cases i <;> simp [residual, outflow, Fin.sum_univ_two]
  norm_num

end

end SemiclassicalPoisson
```

The type `Fin 2` has the nodes $0$ and $1$, and `![0, 3]` lists the values $d_0=0$, $d_1=3$. With $w_{ij}=1$ and $n_i(x)=x$, the potentials $\varphi_0=1$ and $\varphi_1=2$ give

$$(1-2)+1-0=0,\qquad (2-1)+2-3=0 .$$

The tactic `fin_cases i` treats the two nodes separately. The local-neutrality potentials are $s_0=0$ and $s_1=3$, so this solution lies strictly inside its limits, and the total mobile charge $1+2$ equals the total doping $0+3$.

```lean
#print axioms SemiclassicalPoisson.potential_mem_neutrality_limits
#print axioms SemiclassicalPoisson.upper_limit_attained
#print axioms SemiclassicalPoisson.total_charge_neutral
#print axioms SemiclassicalPoisson.boltzmann_potential_limits
```

```
'SemiclassicalPoisson.potential_mem_neutrality_limits' depends on axioms: [propext, Classical.choice, Quot.sound]
'SemiclassicalPoisson.upper_limit_attained' depends on axioms: [propext, Classical.choice, Quot.sound]
'SemiclassicalPoisson.total_charge_neutral' depends on axioms: [propext, Classical.choice, Quot.sound]
'SemiclassicalPoisson.boltzmann_potential_limits' depends on axioms: [propext, Classical.choice, Quot.sound]
```
